# Two resolved equal Lorentzians peak closer together than their line centres

Let x be the frequency or energy measured from the midpoint of two lines at ±a. Both lines have half-width at half maximum G and the same strength. Throughout, s = √(a² + G²).

```lean
import Mathlib

open Filter Topology

namespace LorentzianDoublet

noncomputable section

/-- The sum of two equal Lorentzians of half-width `G` centred at `a` and `-a`, for `G > 0`. -/
def doublet (a G x : ℝ) : ℝ :=
  1 / ((x - a) ^ 2 + G ^ 2) + 1 / ((x + a) ^ 2 + G ^ 2)
```

`doublet a G x` is the signal, written f(x) below:

f(x) = 1/((x − a)² + G²) + 1/((x + a)² + G²).

All quantities are real numbers (`ℝ`). A common constant prefactor is omitted, since a positive constant does not move the maxima.

```lean
/-- The expression `a² - (√(a² + G²) - a)²` for the squared peak position. -/
def peakSq (a G : ℝ) : ℝ := a ^ 2 - (√(a ^ 2 + G ^ 2) - a) ^ 2
```

`peakSq a G` names the candidate for the squared peak position:

a² − (s − a)² = 2as − s² = s(2a − s).

At this stage it is only an expression.

## When the candidate is a real position

```lean
/-- For positive `G`, the condition `G / √3 < a` implies that `a` is positive and
`G² < 3 a²`. -/
theorem resolved_sq {a G : ℝ} (hG : 0 < G) (h : G / √3 < a) :
    0 < a ∧ G ^ 2 < 3 * a ^ 2 := by
  have h3 : 0 < √(3 : ℝ) := Real.sqrt_pos.2 (by norm_num)
  refine ⟨lt_trans (div_pos hG h3) h, ?_⟩
  have h' : G < a * √3 := (div_lt_iff₀ h3).1 h
  have h2 := pow_lt_pow_left₀ h' hG.le two_ne_zero
  rw [mul_pow, Real.sq_sqrt (by norm_num)] at h2
  linarith
```

Braces mark arguments that Lean infers; `hG` and `h` are hypotheses. The resolution condition G/√3 < a is a hypothesis here, in `peakSq_pos` and in the last three theorems. Multiplying by √3 and squaring gives G² < 3a².

```lean
/-- For positive `G` and `a > G / √3` the squared peak position is positive. -/
theorem peakSq_pos {a G : ℝ} (hG : 0 < G) (h : G / √3 < a) : 0 < peakSq a G := by
  obtain ⟨ha, h3⟩ := resolved_sq hG h
  have hs : 0 < √(a ^ 2 + G ^ 2) := Real.sqrt_pos.2 (by positivity)
  have hlt : √(a ^ 2 + G ^ 2) < 2 * a :=
    (Real.sqrt_lt' (by positivity)).2 (by nlinarith)
  unfold peakSq
  nlinarith [mul_pos hs (sub_pos.2 hlt)]
```

Hence s² < 4a², so s < 2a and s(2a − s) > 0. The candidate has two real square roots, one on each side of the centre.

## Slope and height

```lean
/-- The slope of the doublet for positive `G`, with its numerator factored. -/
theorem doublet_hasDerivAt {a G : ℝ} (hG : 0 < G) (x : ℝ) :
    HasDerivAt (doublet a G)
      (4 * x * (4 * a ^ 2 * (a ^ 2 + G ^ 2) - (x ^ 2 + a ^ 2 + G ^ 2) ^ 2) /
        (((x - a) ^ 2 + G ^ 2) ^ 2 * ((x + a) ^ 2 + G ^ 2) ^ 2)) x := by
  have hA : (x - a) ^ 2 + G ^ 2 ≠ 0 := by positivity
  have hB : (x + a) ^ 2 + G ^ 2 ≠ 0 := by positivity
  have h1 : HasDerivAt (fun y : ℝ => (y - a) ^ 2 + G ^ 2) (2 * (x - a)) x :=
    ((((hasDerivAt_id' x).sub_const a).fun_pow 2).add_const (G ^ 2)).congr_deriv
      (by norm_num)
  have h2 : HasDerivAt (fun y : ℝ => (y + a) ^ 2 + G ^ 2) (2 * (x + a)) x :=
    ((((hasDerivAt_id' x).add_const a).fun_pow 2).add_const (G ^ 2)).congr_deriv
      (by norm_num)
  have h := ((hasDerivAt_const x (1 : ℝ)).fun_div h1 hA).fun_add
    ((hasDerivAt_const x (1 : ℝ)).fun_div h2 hB)
  refine HasDerivAt.congr_deriv (f := doublet a G) h ?_
  show (0 * ((x - a) ^ 2 + G ^ 2) - 1 * (2 * (x - a))) / ((x - a) ^ 2 + G ^ 2) ^ 2 +
    (0 * ((x + a) ^ 2 + G ^ 2) - 1 * (2 * (x + a))) / ((x + a) ^ 2 + G ^ 2) ^ 2 = _
  rw [div_add_div _ _ (pow_ne_zero 2 hA) (pow_ne_zero 2 hB)]
  congr 1
  ring
```

`HasDerivAt f f' x` says that f has derivative f' at x. By hand, call the denominators A = (x − a)² + G² and B = (x + a)² + G², and put u = x² + s². Then

A + B = 2u,
AB = u² − 4a²x² = u² − 4a²u + 4a²s²,
f = 2u/(AB).

Differentiating in u and multiplying by du/dx = 2x gives

f'(x) = 4x(4a²s² − u²)/(A²B²).

Lean differentiates the two fractions separately, and `ring` confirms the factored numerator.

```lean
/-- For positive `a` and `G`, the doublet falls short of the height `1 / (2a(√(a² + G²) - a))` by
`(x² - peakSq a G)²` divided by the product of `2a(√(a² + G²) - a)` and the two line denominators.
-/
theorem peak_deficit {a G : ℝ} (ha : 0 < a) (hG : 0 < G) (x : ℝ) :
    1 / (2 * a * (√(a ^ 2 + G ^ 2) - a)) - doublet a G x =
      (x ^ 2 - peakSq a G) ^ 2 / (2 * a * (√(a ^ 2 + G ^ 2) - a) *
        (((x - a) ^ 2 + G ^ 2) * ((x + a) ^ 2 + G ^ 2))) := by
  have hA : (x - a) ^ 2 + G ^ 2 ≠ 0 := by positivity
  have hB : (x + a) ^ 2 + G ^ 2 ≠ 0 := by positivity
  have hs : √(a ^ 2 + G ^ 2) ^ 2 = a ^ 2 + G ^ 2 := Real.sq_sqrt (by positivity)
  have hsa : a < √(a ^ 2 + G ^ 2) :=
    Real.lt_sqrt_of_sq_lt (by linarith [pow_pos hG 2])
  unfold doublet peakSq
  generalize √(a ^ 2 + G ^ 2) = s at hs hsa ⊢
  have hP : 2 * a * (s - a) ≠ 0 := (mul_pos (by positivity) (sub_pos.2 hsa)).ne'
  -- eliminate the width in favour of `s`
  have hG2 : G ^ 2 = s ^ 2 - a ^ 2 := by linarith
  rw [hG2] at hA hB ⊢
  rw [div_add_div _ _ hA hB, div_sub_div _ _ hP (mul_ne_zero hA hB)]
  congr 1
  ring
```

Let P = 2a(s − a), which is positive. Then

1/P − f(x) = (AB − 2uP)/(PAB) = (u − 2as)²/(PAB),

and u − 2as = x² − `peakSq a G`. The proof replaces G² by s² − a², after which `ring` checks this algebra.

```lean
/-- For positive `a` and `G`, a point whose square is `peakSq a G` is a global maximum
of the doublet. -/
theorem doublet_le_of_peak {a G x : ℝ} (ha : 0 < a) (hG : 0 < G)
    (hx : x ^ 2 = peakSq a G) (y : ℝ) : doublet a G y ≤ doublet a G x := by
  have hsa : a < √(a ^ 2 + G ^ 2) :=
    Real.lt_sqrt_of_sq_lt (by linarith [pow_pos hG 2])
  have hd : 0 < √(a ^ 2 + G ^ 2) - a := sub_pos.2 hsa
  have h1 := peak_deficit ha hG x
  have h2 := peak_deficit ha hG y
  rw [hx, sub_self, zero_pow two_ne_zero, zero_div] at h1
  have h3 : 0 ≤ (y ^ 2 - peakSq a G) ^ 2 / (2 * a * (√(a ^ 2 + G ^ 2) - a) *
      (((y - a) ^ 2 + G ^ 2) * ((y + a) ^ 2 + G ^ 2))) := by positivity
  linarith
```

The right-hand side is never negative and vanishes when x² equals the candidate. Such a point therefore reaches the greatest height, 1/P. This needs only a > 0 and G > 0, but without resolution there may be no such real x.

## All the local maxima

```lean
/-- For positive `G` and `a > G / √3`, the local maxima of the doublet are exactly the
points with `x² = a² - (√(a² + G²) - a)²`. -/
theorem isLocalMax_iff {a G : ℝ} (hG : 0 < G) (h : G / √3 < a) (x : ℝ) :
    IsLocalMax (doublet a G) x ↔ x ^ 2 = a ^ 2 - (√(a ^ 2 + G ^ 2) - a) ^ 2 := by
  obtain ⟨ha, h3⟩ := resolved_sq hG h
  constructor
  · intro hloc
    have hder := hloc.hasDerivAt_eq_zero (doublet_hasDerivAt hG x)
    have hden : ((x - a) ^ 2 + G ^ 2) ^ 2 * ((x + a) ^ 2 + G ^ 2) ^ 2 ≠ 0 := by
      positivity
    have hnum := (div_eq_zero_iff.1 hder).resolve_right hden
    rcases mul_eq_zero.1 hnum with h0 | hK
    · -- the centre is excluded: points close to it give a larger signal
      exfalso
      have hx0 : x = 0 := by linarith
      subst hx0
      obtain ⟨ε, hε, hball⟩ := Metric.eventually_nhds_iff.1 hloc
      have hδ : 0 < 3 * a ^ 2 - G ^ 2 := by linarith
      obtain ⟨y, hy, hyε, hy1, hyδ⟩ : ∃ y : ℝ, 0 < y ∧ y < ε ∧ y ≤ 1 ∧
          y < 3 * a ^ 2 - G ^ 2 := by
        obtain ⟨y, hy, hym⟩ := exists_between (lt_min hε (lt_min one_pos hδ))
        rw [lt_min_iff, lt_min_iff] at hym
        exact ⟨y, hy, hym.1, hym.2.1.le, hym.2.2⟩
      have hle : doublet a G y ≤ doublet a G 0 :=
        hball (by rw [Real.dist_eq, sub_zero, abs_of_pos hy]; exact hyε)
      have hy2 : y ^ 2 < 3 * a ^ 2 - G ^ 2 := by nlinarith
      have hf0 : doublet a G 0 = 2 / (a ^ 2 + G ^ 2) := by
        unfold doublet
        rw [zero_sub, zero_add, neg_sq, ← add_div]
        norm_num
      have hA : 0 < (y - a) ^ 2 + G ^ 2 := by positivity
      have hB : 0 < (y + a) ^ 2 + G ^ 2 := by positivity
      have hlt : doublet a G 0 < doublet a G y := by
        rw [hf0]
        unfold doublet
        rw [div_add_div _ _ hA.ne' hB.ne',
          div_lt_div_iff₀ (by positivity) (mul_pos hA hB)]
        nlinarith [mul_pos (pow_pos hy 2) (sub_pos.2 hy2)]
      exact absurd hle (not_le_of_gt hlt)
    · -- the other factor gives `x² + s² = 2as`
      have hs : √(a ^ 2 + G ^ 2) ^ 2 = a ^ 2 + G ^ 2 := Real.sq_sqrt (by positivity)
      have hs0 : 0 < √(a ^ 2 + G ^ 2) := Real.sqrt_pos.2 (by positivity)
      generalize √(a ^ 2 + G ^ 2) = s at hs hs0 ⊢
      have hG2 : G ^ 2 = s ^ 2 - a ^ 2 := by linarith
      rw [hG2] at hK
      have hprod : (x ^ 2 + s ^ 2 - 2 * a * s) * (x ^ 2 + s ^ 2 + 2 * a * s) = 0 := by
        linear_combination -hK
      have hpos : x ^ 2 + s ^ 2 + 2 * a * s ≠ 0 := by positivity
      have hz := (mul_eq_zero.1 hprod).resolve_right hpos
      linear_combination hz
  · intro hx
    exact Filter.Eventually.of_forall (doublet_le_of_peak ha hG hx)
```

`IsLocalMax` means that no sufficiently near point gives a larger signal. The arrow `↔` requires two proofs.

From left to right, the slope vanishes at a local maximum, so x = 0 or u² = 4a²s². Near the centre,

f(y) > f(0) if 0 < y² < 3a² − G²,

because cross-multiplying leaves y²(3a² − G² − y²) > 0. Lean picks such a y inside any given neighbourhood, which rules out x = 0. In the other case u and 2as are both positive, so u = 2as and

x² = 2as − s² = a² − (s − a)².

From right to left, the previous theorem already gives a global maximum.

## Splitting error and its correction

```lean
/-- For positive `G` and `a > G / √3`, every peak lies closer to the centre than the line position
`a`, and `a² - x²` is below `(G² / (2a))²`. -/
theorem apparent_splitting_lt {a G x : ℝ} (hG : 0 < G) (h : G / √3 < a)
    (hx : IsLocalMax (doublet a G) x) :
    |x| < a ∧ a ^ 2 - x ^ 2 < (G ^ 2 / (2 * a)) ^ 2 := by
  obtain ⟨ha, -⟩ := resolved_sq hG h
  have hp := (isLocalMax_iff hG h x).1 hx
  have hs : √(a ^ 2 + G ^ 2) ^ 2 = a ^ 2 + G ^ 2 := Real.sq_sqrt (by positivity)
  have hsa : a < √(a ^ 2 + G ^ 2) :=
    Real.lt_sqrt_of_sq_lt (by linarith [pow_pos hG 2])
  generalize √(a ^ 2 + G ^ 2) = s at hp hs hsa
  have hd : 0 < s - a := sub_pos.2 hsa
  have hd2 : 0 < (s - a) ^ 2 := pow_pos hd 2
  refine ⟨abs_lt_of_sq_lt_sq (by linarith) ha.le, ?_⟩
  have hb : s - a < G ^ 2 / (2 * a) := by
    rw [lt_div_iff₀ (by positivity)]
    nlinarith
  have hb2 := pow_lt_pow_left₀ hb hd.le two_ne_zero
  linarith
```

At a peak,

a² − x² = (s − a)² > 0, so |x| < a.

Since s − a = G²/(s + a) < G²/(2a), the difference of squares is below (G²/(2a))². In a computed spectrum with two resolved, equally strong transitions, the same Lorentzian broadening for both and no background, reading the energies off the maxima therefore underestimates their separation.

```lean
/-- For positive `G` and `a > G / √3`, the true line position follows from the observed
peak position `x` and the half-width `G`. -/
theorem true_position_of_peak {a G x : ℝ} (hG : 0 < G) (h : G / √3 < a)
    (hx : IsLocalMax (doublet a G) x) :
    a ^ 2 = (x ^ 2 - G ^ 2 + 2 * √(x ^ 4 + x ^ 2 * G ^ 2 + G ^ 4)) / 3 := by
  have hp := (isLocalMax_iff hG h x).1 hx
  have hs : √(a ^ 2 + G ^ 2) ^ 2 = a ^ 2 + G ^ 2 := Real.sq_sqrt (by positivity)
  generalize √(a ^ 2 + G ^ 2) = s at hp hs
  have e : x ^ 2 + (a ^ 2 + G ^ 2) = 2 * a * s := by linear_combination hp - hs
  have hK : (x ^ 2 + (a ^ 2 + G ^ 2)) ^ 2 = 4 * a ^ 2 * (a ^ 2 + G ^ 2) := by
    rw [e]
    linear_combination 4 * a ^ 2 * hs
  -- the radicand is a perfect square
  have hR : x ^ 4 + x ^ 2 * G ^ 2 + G ^ 4 = ((3 * a ^ 2 - x ^ 2 + G ^ 2) / 2) ^ 2 := by
    linear_combination (3 / 4) * hK
  have hnn : 0 ≤ (3 * a ^ 2 - x ^ 2 + G ^ 2) / 2 := by
    nlinarith [sq_nonneg (s - a), sq_nonneg a, sq_nonneg G]
  rw [hR, Real.sqrt_sq hnn]
  ring

end

end LorentzianDoublet
```

Squaring x² + s² = 2as gives a quadratic equation for a²:

3a⁴ − 2(x² − G²)a² − (x² + G²)² = 0.

The product of its roots is negative, so the positive root is the one needed:

a² = (x² − G² + 2√(x⁴ + x²G² + G⁴))/3.

Lean reaches the same formula by showing that the radicand is the square of (3a² − x² + G²)/2, which is nonnegative; `Real.sqrt_sq` then removes the root.

Here G must be the half-width: inserting the full width at half maximum makes the recovered a too large.

The slope formula also settles the merged case, which is left here as an exercise in Lean. If 0 ≤ a ≤ G/√3, then s ≥ 2a, so u > s² ≥ 2as for every x ≠ 0. The signal rises up to the centre and falls beyond it, leaving a single maximum at x = 0.

```lean
#print axioms LorentzianDoublet.peakSq_pos
-- 'LorentzianDoublet.peakSq_pos' depends on axioms: [propext, Classical.choice, Quot.sound]
#print axioms LorentzianDoublet.apparent_splitting_lt
-- 'LorentzianDoublet.apparent_splitting_lt' depends on axioms: [propext, Classical.choice, Quot.sound]
#print axioms LorentzianDoublet.true_position_of_peak
-- 'LorentzianDoublet.true_position_of_peak' depends on axioms: [propext, Classical.choice, Quot.sound]
```
